# For independent molecules fixed on an electrode, an equilibrium two-electron wave has two peaks if the intermediate outweighs each outer state more than fourfold at the midpoint, and one peak otherwise

If a single peak in a two-electron redox wave is taken to mean that the one-electron intermediate is negligible, the conclusion can be badly wrong: in a three-state equilibrium model the peak is still single when the intermediate makes up two thirds of the molecules at the midpoint. The theorems in this file locate the change from one peak to two.

In Lean 4 with Mathlib:

```lean
import Mathlib

open Filter Topology

namespace TwoElectronWave

noncomputable section

/-- Mean charge at reduced potential `x` of three states with charges 0, 1, 2 and
weights `exp (-x)`, `a`, `exp x`, for `a > 0`. -/
def meanCharge (a x : ℝ) : ℝ :=
  (0 * Real.exp (-x) + 1 * a + 2 * Real.exp x) / (Real.exp (-x) + a + Real.exp x)

/-- The closed expression `(2 a cosh x + 4) / (a + 2 cosh x)²`, for `a > 0`. -/
def waveSlope (a x : ℝ) : ℝ :=
  (2 * a * Real.cosh x + 4) / (a + 2 * Real.cosh x) ^ 2

/-- The potential `log ((a² - 8 + √((a² - 4)(a² - 16))) / (2 a))`, for `a ≥ 4`. -/
def peakPosition (a : ℝ) : ℝ :=
  Real.log ((a ^ 2 - 8 + √((a ^ 2 - 4) * (a ^ 2 - 16))) / (2 * a))

lemma partition_pos {a : ℝ} (ha : 0 < a) (x : ℝ) : 0 < a + 2 * Real.cosh x := by
  have := Real.cosh_pos x
  linarith

/-- For `a > 0` the mean charge is one plus an odd function of the reduced potential. -/
theorem meanCharge_eq {a : ℝ} (ha : 0 < a) (x : ℝ) :
    meanCharge a x = 1 + 2 * Real.sinh x / (a + 2 * Real.cosh x) := by
  have hZ : Real.exp (-x) + a + Real.exp x ≠ 0 := by positivity
  have h2 : a + 2 * Real.cosh x = Real.exp (-x) + a + Real.exp x := by
    rw [Real.cosh_eq]; ring
  unfold meanCharge
  rw [h2, Real.sinh_eq, div_eq_iff hZ, add_mul, div_mul_cancel₀ _ hZ]
  ring

/-- For `a > 0` the derivative of the mean charge with respect to the reduced potential
is `waveSlope`. -/
theorem deriv_meanCharge {a : ℝ} (ha : 0 < a) : deriv (meanCharge a) = waveSlope a := by
  funext x
  have h : meanCharge a = fun y => 1 + 2 * Real.sinh y / (a + 2 * Real.cosh y) :=
    funext (meanCharge_eq ha)
  have hD := ((Real.hasDerivAt_cosh x).const_mul 2).const_add a
  have hq := (((Real.hasDerivAt_sinh x).const_mul 2).fun_div hD
    (partition_pos ha x).ne').const_add 1
  rw [h]
  refine (hq.congr_deriv ?_).deriv
  unfold waveSlope
  congr 1
  linear_combination 4 * Real.cosh_sq x

/-- For `a > 0`, the derivative of `waveSlope` with respect to the reduced potential. -/
theorem hasDerivAt_waveSlope {a : ℝ} (ha : 0 < a) (x : ℝ) :
    HasDerivAt (waveSlope a)
      (Real.sinh x * (2 * a ^ 2 - 4 * a * Real.cosh x - 16) / (a + 2 * Real.cosh x) ^ 3) x := by
  have hZ := (partition_pos ha x).ne'
  have hD := ((Real.hasDerivAt_cosh x).const_mul 2).const_add a
  have h1 := ((Real.hasDerivAt_cosh x).const_mul (2 * a)).add_const 4
  have h2 : HasDerivAt (fun y => (a + 2 * Real.cosh y) ^ 2)
      (4 * (a + 2 * Real.cosh x) * Real.sinh x) x := by
    simp only [pow_two]
    exact (hD.fun_mul hD).congr_deriv (by ring)
  refine (h1.fun_div h2 (pow_ne_zero 2 hZ)).congr_deriv ?_
  rw [div_eq_div_iff (pow_ne_zero _ (pow_ne_zero _ hZ)) (pow_ne_zero _ hZ)]
  ring

lemma critical {a x : ℝ} (ha : 0 < a) (h : IsLocalMax (waveSlope a) x) :
    x = 0 ∨ 2 * a * Real.cosh x = a ^ 2 - 8 := by
  have h0 := h.hasDerivAt_eq_zero (hasDerivAt_waveSlope ha x)
  rcases div_eq_zero_iff.mp h0 with h1 | h1
  · rcases mul_eq_zero.mp h1 with h2 | h2
    · exact Or.inl (Real.sinh_eq_zero.mp h2)
    · right; linarith
  · exact absurd h1 (pow_ne_zero _ (partition_pos ha x).ne')

lemma slope_sub_centre {a : ℝ} (ha : 0 < a) (x : ℝ) :
    waveSlope a x - waveSlope a 0 =
      (Real.cosh x - 1) * (2 * a ^ 2 - 4 * a - 8 * (Real.cosh x + 1)) /
        ((a + 2) * (a + 2 * Real.cosh x) ^ 2) := by
  have hZ := (partition_pos ha x).ne'
  have h2 : a + 2 * 1 ≠ 0 := by positivity
  have h3 : a + 2 ≠ 0 := by positivity
  unfold waveSlope
  rw [Real.cosh_zero, div_sub_div _ _ (pow_ne_zero 2 hZ) (pow_ne_zero 2 h2),
    div_eq_div_iff (mul_ne_zero (pow_ne_zero 2 hZ) (pow_ne_zero 2 h2))
      (mul_ne_zero h3 (pow_ne_zero 2 hZ))]
  ring

lemma cosh_eq_iff {a : ℝ} (ha : 4 < a) (x : ℝ) :
    2 * a * Real.cosh x = a ^ 2 - 8 ↔ x = peakPosition a ∨ x = -peakPosition a := by
  have hp : 2 * a * Real.cosh (peakPosition a) = a ^ 2 - 8 := by
    unfold peakPosition
    have hr : √((a ^ 2 - 4) * (a ^ 2 - 16)) ^ 2 = (a ^ 2 - 4) * (a ^ 2 - 16) :=
      Real.sq_sqrt (mul_nonneg (by nlinarith) (by nlinarith))
    have hr0 := Real.sqrt_nonneg ((a ^ 2 - 4) * (a ^ 2 - 16))
    set r := √((a ^ 2 - 4) * (a ^ 2 - 16))
    have hN : 0 < a ^ 2 - 8 + r := by nlinarith
    have h2a : 0 < 2 * a := by linarith
    -- the two exponentials are the roots of a quadratic with product one
    have hinv : 2 * a / (a ^ 2 - 8 + r) = (a ^ 2 - 8 - r) / (2 * a) := by
      rw [div_eq_div_iff hN.ne' h2a.ne']
      linear_combination hr
    rw [Real.cosh_eq, Real.exp_neg, Real.exp_log (div_pos hN h2a), inv_div, hinv,
      ← add_div]
    have ha0 : a ≠ 0 := by linarith
    field_simp
    ring
  constructor
  · intro h
    have hc : Real.cosh x = Real.cosh (peakPosition a) :=
      mul_left_cancel₀ (by linarith : 2 * a ≠ 0) (h.trans hp.symm)
    exact abs_eq_abs.mp
      (le_antisymm (Real.cosh_le_cosh.mp hc.le) (Real.cosh_le_cosh.mp hc.ge))
  · rintro (h | h)
    · rw [h, hp]
    · rw [h, Real.cosh_neg, hp]

/-- For `a > 4` the slope of the mean charge never exceeds `a² / (4 (a² - 4))`, and it
reaches this height exactly at plus and minus `peakPosition a`. -/
theorem peak_height {a : ℝ} (ha : 4 < a) (x : ℝ) :
    deriv (meanCharge a) x ≤ a ^ 2 / (4 * (a ^ 2 - 4)) ∧
    (deriv (meanCharge a) x = a ^ 2 / (4 * (a ^ 2 - 4)) ↔
      x = peakPosition a ∨ x = -peakPosition a) := by
  have ha0 : 0 < a := by linarith
  have hZ := partition_pos ha0 x
  have hA : 0 < 4 * (a ^ 2 - 4) := by nlinarith
  have hden : 0 < 4 * (a ^ 2 - 4) * (a + 2 * Real.cosh x) ^ 2 := mul_pos hA (pow_pos hZ 2)
  -- the distance to the peak height is a perfect square over a positive denominator
  have key : a ^ 2 / (4 * (a ^ 2 - 4)) - waveSlope a x =
      (2 * a * Real.cosh x - (a ^ 2 - 8)) ^ 2 /
        (4 * (a ^ 2 - 4) * (a + 2 * Real.cosh x) ^ 2) := by
    unfold waveSlope
    rw [div_sub_div _ _ hA.ne' (pow_pos hZ 2).ne']
    congr 1
    ring
  rw [deriv_meanCharge ha0, ← cosh_eq_iff ha]
  constructor
  · have := div_nonneg (sq_nonneg (2 * a * Real.cosh x - (a ^ 2 - 8))) hden.le
    linarith
  · constructor
    · intro h
      rw [h, sub_self] at key
      rcases div_eq_zero_iff.mp key.symm with h1 | h1
      · exact sub_eq_zero.mp (pow_eq_zero_iff two_ne_zero |>.mp h1)
      · exact absurd h1 hden.ne'
    · intro h
      rw [sub_eq_zero.mpr h, zero_pow two_ne_zero, zero_div] at key
      linarith

/-- For `0 < a ≤ 4` the slope of the mean charge has exactly one local maximum,
at zero reduced potential. -/
theorem single_wave {a : ℝ} (ha : 0 < a) (ha4 : a ≤ 4) (x : ℝ) :
    IsLocalMax (deriv (meanCharge a)) x ↔ x = 0 := by
  rw [deriv_meanCharge ha]
  constructor
  · intro h
    rcases critical ha h with h0 | h1
    · exact h0
    · by_contra hx
      have hc := Real.one_lt_cosh.mpr hx
      nlinarith [mul_pos ha (sub_pos.mpr hc),
        mul_nonneg (sub_nonneg.mpr ha4) (by linarith : 0 ≤ a + 2)]
  · rintro rfl
    refine Eventually.of_forall fun y => ?_
    have hc := Real.one_le_cosh y
    have hf : 2 * a ^ 2 - 4 * a - 8 * (Real.cosh y + 1) ≤ 0 := by
      nlinarith [mul_nonneg (sub_nonneg.mpr ha4) (by linarith : 0 ≤ a + 2)]
    have hle := div_nonpos_of_nonpos_of_nonneg
      (mul_nonpos_of_nonneg_of_nonpos (sub_nonneg.mpr hc) hf)
      (mul_pos (by linarith : 0 < a + 2) (pow_pos (partition_pos ha y) 2)).le
    rw [← slope_sub_centre ha y] at hle
    linarith

/-- For `a > 4` the slope of the mean charge has exactly two local maxima, at plus and
minus the positive potential `peakPosition a`, and a local minimum at zero. -/
theorem split_wave {a : ℝ} (ha : 4 < a) :
    0 < peakPosition a ∧
    (∀ x, IsLocalMax (deriv (meanCharge a)) x ↔
      x = peakPosition a ∨ x = -peakPosition a) ∧
    IsLocalMin (deriv (meanCharge a)) 0 := by
  have ha0 : 0 < a := by linarith
  -- close to the centre the slope exceeds its central value
  have hnear : ∀ᶠ y in 𝓝 (0 : ℝ), y ≠ 0 → waveSlope a 0 < waveSlope a y := by
    have h0 : Real.cosh 0 < (a ^ 2 - 2 * a - 4) / 4 := by
      rw [Real.cosh_zero]; nlinarith
    filter_upwards [(isOpen_lt Real.continuous_cosh continuous_const).mem_nhds h0] with y hy hne
    have hy' : Real.cosh y < (a ^ 2 - 2 * a - 4) / 4 := hy
    have hpos := div_pos
      (mul_pos (sub_pos.mpr (Real.one_lt_cosh.mpr hne))
        (by linarith : 0 < 2 * a ^ 2 - 4 * a - 8 * (Real.cosh y + 1)))
      (mul_pos (by linarith : 0 < a + 2) (pow_pos (partition_pos ha0 y) 2))
    rw [← slope_sub_centre ha0 y] at hpos
    linarith
  refine ⟨?_, fun x => ⟨fun h => ?_, fun h => ?_⟩, ?_⟩
  · unfold peakPosition
    apply Real.log_pos
    rw [lt_div_iff₀ (by linarith)]
    nlinarith [Real.sqrt_nonneg ((a ^ 2 - 4) * (a ^ 2 - 16))]
  · rw [deriv_meanCharge ha0] at h
    rcases critical ha0 h with h0 | h1
    · subst h0
      have hmax : ∀ᶠ y in 𝓝 (0 : ℝ), waveSlope a y ≤ waveSlope a 0 := h
      obtain ⟨ε, hε, hball⟩ := Metric.eventually_nhds_iff.mp (hmax.and hnear)
      have hd : dist (ε / 2) 0 < ε := by
        rw [Real.dist_eq, sub_zero, abs_of_pos (by linarith)]; linarith
      have hb := hball hd
      exact absurd (hb.2 (by linarith)) (not_lt_of_ge hb.1)
    · exact (cosh_eq_iff ha x).mp h1
  · refine Eventually.of_forall fun y => ?_
    rw [(peak_height ha x).2.mpr h]
    exact (peak_height ha y).1
  · rw [deriv_meanCharge ha0]
    filter_upwards [hnear] with y hy
    by_cases h : y = 0
    · rw [h]
    · exact (hy h).le

end

end TwoElectronWave
```

```lean
#print axioms TwoElectronWave.single_wave
#print axioms TwoElectronWave.split_wave
```

```
'TwoElectronWave.single_wave' depends on axioms: [propext, Classical.choice, Quot.sound]
'TwoElectronWave.split_wave' depends on axioms: [propext, Classical.choice, Quot.sound]
```

## Three charge states and one parameter

A molecule can carry charge 0, 1 or 2, in units of the elementary charge $e$, and exchanges electrons with an electrode at potential $E$ and temperature $T$. The variable `x` is the reduced potential $x = e(E-E_0)/k_BT$, where $E_0$ is the midpoint at which the two outer states are equally populated. The statistical weights are $e^{-x}$, $a$ and $e^{x}$. A common factor in the weights cancels from every average, so this form only fixes the zero of potential and the normalisation.

The constant $a>0$ is the weight of the intermediate relative to either outer state at the midpoint. It contains the intermediate's free energy, including any degeneracy, measured against the average of the outer two. States 0 and 1 are equally populated at $x=-\ln a$, and states 1 and 2 at $x=\ln a$, so the second one-electron step lies $2\ln a$ above the first (below it when $a<1$, where this difference is negative). The threshold $a=4$ is therefore a separation of $4\ln 2\approx 2.77$ in units of $k_BT/e$.

`meanCharge a x` is the normalised average
$$n(x)=\frac{0\cdot e^{-x}+1\cdot a+2\,e^{x}}{e^{-x}+a+e^{x}}.$$
The wave is its derivative, written `deriv (meanCharge a)` in the final theorems. For molecules fixed on an electrode whose potential is swept at a constant rate, slowly enough to stay in equilibrium, the electron-transfer current is proportional to this derivative.

## What the theorems state

- `single_wave`: if $0<a\le 4$, a real number $x$ is a local maximum of $dn/dx$ if and only if $x=0$.
- `split_wave`: if $a>4$, then `peakPosition a`, called $p$ below, is positive, the local maxima are exactly $p$ and $-p$, and $x=0$ is a local minimum.
- `peak_height`: if $a>4$, then $dn/dx\le a^2/(4(a^2-4))$ for every $x$, with equality exactly at $\pm p$.

`IsLocalMax` and `IsLocalMin` are the non-strict notions: a local maximum is a point whose value is at least that of all sufficiently near points. The equivalences are thus strong statements, since they also exclude flat maxima elsewhere.

The model has non-interacting molecules in equilibrium and a single intermediate. Slow electron transfer, diffusion to the electrode and interactions between molecules are absent, and each of them can change the shape of a measured wave. Within these limits, the result tells anyone who fits or simulates such a wave that one peak bounds the intermediate's weight by $a\le4$ and does not make it zero.

## The slope of the mean charge

Write $C=\cosh x$, $S=\sinh x$ and $Z=a+2C$, which is the sum of the weights and is positive (`partition_pos`). The numerator of $n$ is $a+2e^x=Z+(e^x-e^{-x})=Z+2S$, so
$$n=1+\frac{2S}{Z}.$$
This is `meanCharge_eq`. The quotient rule and $C^2-S^2=1$ give
$$\frac{dn}{dx}=\frac{2C(a+2C)-4S^2}{Z^2}=\frac{2aC+4}{Z^2}.$$
The right-hand side is `waveSlope a x`, called $s(x)$ from here on. In `deriv_meanCharge` the derivative is assembled from those of `Real.sinh` and `Real.cosh`, and the closing `linear_combination` supplies the hyperbolic identity.

## Where a maximum can lie

Differentiating again,
$$s'(x)=\frac{2aS\,Z^2-(2aC+4)\,4ZS}{Z^4}=\frac{S\,(2a^2-4aC-16)}{Z^3},$$
which is `hasDerivAt_waveSlope`. At a local maximum $s'$ vanishes. Since $Z>0$, either $S=0$, which means $x=0$, or
$$2aC=a^2-8.$$
The lemma `critical` records this alternative by splitting the vanishing quotient, and then the vanishing product, into cases.

## Comparison with the centre

At the centre $s(0)=(2a+4)/(a+2)^2=2/(a+2)$. Subtracting,
$$s(x)-s(0)=\frac{(2aC+4)(a+2)-2(a+2C)^2}{(a+2)Z^2}.$$
The numerator expands to $2a^2(C-1)-4a(C-1)-8(C^2-1)$, hence
$$s(x)-s(0)=\frac{(C-1)\,\bigl(2a^2-4a-8(C+1)\bigr)}{(a+2)Z^2}.$$
This is `slope_sub_centre`, where the fractions are cleared and `ring` checks the polynomial identity.

**The case $0<a\le4$.** Because $C\ge1$, the second factor is at most $2a^2-4a-16=2(a-4)(a+2)\le0$. So $s(x)\le s(0)$ for all $x$, and the centre is a maximum. There is no other one: at $x\ne0$ we have $C>1$, so $2aC=a^2-8$ would require $a^2-8>2a$, that is $(a-4)(a+2)>0$, which is false. In `single_wave` the first argument is the branch after `rintro rfl`, and the second is the `by_contra` branch, where `nlinarith` receives the products it needs. The argument includes $a=4$, where $s''(0)=0$ and the second-derivative test is silent.

**The case $a>4$.** The second factor is positive as long as $C<(a^2-2a-4)/4$. This bound exceeds 1, because $a^2-2a-8=(a-4)(a+2)>0$. By continuity of $\cosh$ the inequality holds near $x=0$, and there $s(x)>s(0)$ for $x\neq0$. The centre is a local minimum and not a local maximum. In `split_wave` this is the step `hnear`. To refute a maximum at the centre, the proof takes a small $\varepsilon$ and compares the two inequalities at the point $\varepsilon/2$.

## The two peaks and their height

For $a>4$ put $H=a^2/(4(a^2-4))$. Then
$$H-s(x)=\frac{a^2(a+2C)^2-4(a^2-4)(2aC+4)}{4(a^2-4)Z^2}.$$
The numerator expands to
$$4a^2C^2-4aC(a^2-8)+(a^2-8)^2,$$
which is a perfect square, so
$$H-s(x)=\frac{\bigl(2aC-(a^2-8)\bigr)^2}{4(a^2-4)Z^2}\ge0.$$
Equality holds exactly when $2aC=a^2-8$. This identity is `key` in `peak_height`, and both parts of that theorem are read off from it.

It remains to solve $\cosh x=c$ with $c=(a^2-8)/(2a)$, where $c>1$ because $a^2-8>2a$. With $u=e^x$ the equation becomes $u^2-2cu+1=0$. Its roots have product one, and the larger is $u=c+\sqrt{c^2-1}$. Since
$$c^2-1=\frac{(a^2-8)^2-4a^2}{4a^2}=\frac{(a^2-4)(a^2-16)}{4a^2},$$
the positive solution is
$$p=\ln\frac{a^2-8+\sqrt{(a^2-4)(a^2-16)}}{2a}.$$
This is `peakPosition a`. As $\cosh$ is even and strictly increasing in $|x|$, the solutions are exactly $p$ and $-p$.

The lemma `cosh_eq_iff` proves this equivalence. Its step `hinv` says that the reciprocal of the larger root is the smaller one, so that their average gives $\cosh p=c$. The comparison of absolute values then yields the two signs.

The last theorem combines these facts. A local maximum satisfies one of the two conditions in `critical`. The first, $x=0$, has been excluded, and the second gives $x=\pm p$ through `cosh_eq_iff`. Conversely, at $\pm p$ the slope equals $H$, which `peak_height` shows to be an upper bound everywhere, so both points are local maxima.
